# For spin $N/2$, $\exp(zJ_+)$ turns the lowest state into an unnormalised coherent state with amplitudes $\sqrt{\binom{N}{k}}\,z^k$

Take levels $e_0,\dots,e_N$ and let $J$ raise them by $Je_k=\sqrt{(k+1)(N-k)}\,e_{k+1}$ for $k<N$, with $Je_N=0$. Then for every complex $z$

$$\exp(zJ)\,e_0=\sum_{k=0}^{N}\sqrt{\tbinom{N}{k}}\;z^k e_k .$$

I know this as the spin coherent state, and I can check it for small $N$ by multiplying matrices. I would like to see it made rigorous for all $N$, with the true exponential series and with a proof that a machine has checked. Can that be done?

## Yes, and every matrix element of $\exp(zJ)$ has a closed form

For a starting level $j$ and a final level $i$,

$$\big(\exp(zJ)\big)_{ij}=\sqrt{\tbinom{i}{j}\tbinom{N-j}{i-j}}\;z^{i-j}\quad(j\le i),$$

and the element is zero for $i<j$. Your state is the column $j=0$.

To derive this, first find the powers of $J$. For $j+m\le N$ the claim is

$$J^m e_j=m!\,\sqrt{\tbinom{j+m}{m}\tbinom{N-j}{m}}\;e_{j+m},$$

while $J^m e_j=0$ for $j+m>N$. At $m=0$ the coefficient is one. If $j+m<N$, one more application of $J$ contributes the factor $\sqrt{(j+m+1)(N-j-m)}$. Two binomial recursions absorb it:

$$(j+m+1)\tbinom{j+m}{m}=(m+1)\tbinom{j+m+1}{m+1},$$

$$(N-j-m)\tbinom{N-j}{m}=(m+1)\tbinom{N-j}{m+1}.$$

Multiply them and take the square root. The right-hand side yields a factor $m+1$, which turns $m!$ into $(m+1)!$, and the new binomials stand under the root. If $j+m=N$, the next application gives zero because $Je_N=0$.

For $m\le N$ the vector $J^m e_0=m!\sqrt{\binom{N}{m}}\,e_m$ is not zero, so $J^m=0$ exactly when $m>N$. The exponential series is therefore a finite sum:

$$\exp(zJ)=\sum_{m=0}^{N}\frac{z^m}{m!}J^m .$$

Only $m=i-j$ connects level $j$ to level $i$. Its $m!$ cancels the factorial in the series, and $\binom{i}{i-j}=\binom{i}{j}$ gives the closed form. At $j=0$ the first binomial is one and the second is $\binom{N}{i}$.

The vector is not normalised unless $z=0$ or $N=0$. By the binomial theorem its squared norm is $\sum_k\binom{N}{k}|z|^{2k}=(1+|z|^2)^N$, so the normalised amplitudes are $\sqrt{\binom{N}{k}}\,z^k/(1+|z|^2)^{N/2}$.

## Levels, matrices and amplitudes in Lean

The levels are the elements of `Fin (N + 1)`, and `level k` is the basis vector $e_k$. The matrix `raising N` is $J$, with the final level as row index and the starting level as column index. Its square roots are real numbers embedded in $\mathbb{C}$. The theorems `raising_level` and `raising_top` confirm that this matrix acts as you specified, including at the top.

`exp_raising_apply` states the closed form for all $N$, $z$, $i$ and $j$, and `exp_raising_lowest` states the formula for your coherent state, where `*ᵥ` applies a matrix to a vector. Both include $N=0$, where $J=0$ and the exponential is the identity.

The physical reading is that of a spin $s=N/2$ with $\hbar=1$: level $k$ has magnetic quantum number $k-s$, and $J$ is $J_+$. The file defines $J$ by its matrix elements and does not derive them from the angular-momentum commutation relations. Its theorems give amplitudes; the norm above is a separate line of algebra.

In coupled-cluster terms, $zJ$ is a cluster operator with a single amplitude, and its exponential ends at order $N$. Here $e_k$ stands for the normalised symmetric state of $N$ two-level systems with $k$ of them excited, and $\exp(zJ)\,e_0$ is the product state in which every system has the unnormalised amplitudes $1$ (lower level) and $z$ (upper level). No Hamiltonian or amplitude equations enter.

```lean
import Mathlib

open Matrix

namespace FiniteLadderExponential

noncomputable section

/-- The raising operator on levels `0, ..., N`, with amplitude `√((k+1)(N-k))` from level `k`
to level `k+1`. -/
def raising (N : ℕ) : Matrix (Fin (N + 1)) (Fin (N + 1)) ℂ :=
  Matrix.of fun i k =>
    if (i : ℕ) = (k : ℕ) + 1 then
      ((√((((k : ℕ) : ℝ) + 1) * ((N : ℝ) - ((k : ℕ) : ℝ))) : ℝ) : ℂ)
    else 0

/-- The basis state in which level `k` is occupied with amplitude one. -/
def level {N : ℕ} (k : Fin (N + 1)) : Fin (N + 1) → ℂ := Pi.single k 1

/-- Applying an operator to level `k` reads off column `k` of its matrix. -/
theorem mulVec_level {N : ℕ} (A : Matrix (Fin (N + 1)) (Fin (N + 1)) ℂ)
    (i k : Fin (N + 1)) : (A *ᵥ level k) i = A i k := by
  simp [level, Matrix.mulVec, dotProduct, Pi.single_apply]

/-- Below the top, the raising operator sends level `k` to `√((k+1)(N-k))` times level `k+1`. -/
theorem raising_level (N k : ℕ) (hk : k < N) :
    raising N *ᵥ level ⟨k, by omega⟩ =
      ((√(((k : ℝ) + 1) * ((N : ℝ) - k)) : ℝ) : ℂ) • level ⟨k + 1, by omega⟩ := by
  funext i
  rw [mulVec_level]
  simp [raising, level, Pi.single_apply, Fin.ext_iff]

/-- The raising operator annihilates the top level. -/
theorem raising_top (N : ℕ) : raising N *ᵥ level (Fin.last N) = 0 := by
  funext i
  have h : ¬ (i : ℕ) = N + 1 := by
    have := i.isLt
    omega
  rw [mulVec_level]
  simp [raising, h]

/-- The amplitude of one further step up the ladder, combined with that of `m` steps from
level `j`, gives the amplitude of `m+1` steps. -/
theorem ladder_coefficient (N j m : ℕ) (h : j + m ≤ N) :
    √(((j : ℝ) + m + 1) * ((N : ℝ) - (j + m))) *
        ((m.factorial : ℝ) * √(((j + m).choose m : ℝ) * ((N - j).choose m : ℝ))) =
      ((m + 1).factorial : ℝ) *
        √(((j + (m + 1)).choose (m + 1) : ℝ) * ((N - j).choose (m + 1) : ℝ)) := by
  have h1 : ((j : ℝ) + m + 1) * ((j + m).choose m : ℝ) =
      ((j + (m + 1)).choose (m + 1) : ℝ) * (m + 1) := by
    exact_mod_cast Nat.add_one_mul_choose_eq (j + m) m
  have e : ((N - j - m : ℕ) : ℝ) = (N : ℝ) - (j + m) := by
    rw [Nat.sub_sub, Nat.cast_sub h, Nat.cast_add]
  have h2 : ((N - j).choose (m + 1) : ℝ) * (m + 1) =
      ((N - j).choose m : ℝ) * ((N : ℝ) - (j + m)) := by
    rw [← e]
    exact_mod_cast Nat.choose_succ_right_eq (N - j) m
  -- The two binomial recursions multiply to a perfect square times the new binomials.
  have key : (((j : ℝ) + m + 1) * ((N : ℝ) - (j + m))) *
      (((j + m).choose m : ℝ) * ((N - j).choose m : ℝ)) =
      ((m : ℝ) + 1) ^ 2 *
        (((j + (m + 1)).choose (m + 1) : ℝ) * ((N - j).choose (m + 1) : ℝ)) := by
    linear_combination (((N - j).choose m : ℝ) * ((N : ℝ) - (j + m))) * h1 -
      (((j + (m + 1)).choose (m + 1) : ℝ) * (m + 1)) * h2
  have hX : 0 ≤ ((j : ℝ) + m + 1) * ((N : ℝ) - (j + m)) := by
    rw [← e]
    positivity
  have hs : √(((j : ℝ) + m + 1) * ((N : ℝ) - (j + m))) *
      √(((j + m).choose m : ℝ) * ((N - j).choose m : ℝ)) =
      ((m : ℝ) + 1) *
        √(((j + (m + 1)).choose (m + 1) : ℝ) * ((N - j).choose (m + 1) : ℝ)) := by
    rw [← Real.sqrt_mul hX, key, Real.sqrt_mul (by positivity), Real.sqrt_sq (by positivity)]
  have hf : ((m + 1).factorial : ℝ) = ((m : ℝ) + 1) * (m.factorial : ℝ) := by
    exact_mod_cast Nat.factorial_succ m
  rw [hf]
  linear_combination (m.factorial : ℝ) * hs

/-- The `m`-th power of the raising operator connects level `j` only to level `j+m`, with
amplitude `m! √(binomial(j+m,m) binomial(N-j,m))`. -/
theorem raising_pow_apply (N m : ℕ) (i j : Fin (N + 1)) :
    (raising N ^ m) i j =
      if (i : ℕ) = (j : ℕ) + m then
        (m.factorial : ℂ) *
          ((√((((j : ℕ) + m).choose m : ℝ) * ((N - (j : ℕ)).choose m : ℝ)) : ℝ) : ℂ)
      else 0 := by
  induction m generalizing i with
  | zero => simp [Matrix.one_apply, Fin.ext_iff]
  | succ m ih =>
    rw [pow_succ', Matrix.mul_apply]
    by_cases h : (i : ℕ) = (j : ℕ) + (m + 1)
    · have hl : (j : ℕ) + m < N + 1 := by
        have := i.isLt
        omega
      -- Only the intermediate level `j+m` contributes.
      rw [if_pos h, Finset.sum_eq_single (⟨(j : ℕ) + m, hl⟩ : Fin (N + 1))]
      · have hc : (i : ℕ) = (j : ℕ) + m + 1 := by omega
        have hJ : raising N i ⟨(j : ℕ) + m, hl⟩ =
            ((√((((j : ℕ) : ℝ) + m + 1) * ((N : ℝ) - (((j : ℕ) : ℝ) + m))) : ℝ) : ℂ) := by
          simp only [raising, Matrix.of_apply, hc, ↓reduceIte, Nat.cast_add]
        rw [hJ, ih, if_pos rfl]
        exact_mod_cast ladder_coefficient N j m (by omega)
      · intro l _ hne
        rw [ih, if_neg (fun hh => hne (Fin.ext hh)), mul_zero]
      · intro hn
        exact absurd (Finset.mem_univ _) hn
    · rw [if_neg h]
      apply Finset.sum_eq_zero
      intro l _
      rw [ih]
      by_cases hl : (l : ℕ) = (j : ℕ) + m
      · have hne : ¬ (i : ℕ) = (l : ℕ) + 1 := by omega
        simp [raising, hne]
      · rw [if_neg hl, mul_zero]

/-- A power of the raising operator vanishes exactly when its exponent exceeds `N`. -/
theorem raising_pow_eq_zero_iff (N m : ℕ) : raising N ^ m = 0 ↔ N < m := by
  constructor
  · intro h
    by_contra hm
    have hm' : m ≤ N := by omega
    -- The amplitude from level 0 to level m is nonzero.
    have e := raising_pow_apply N m ⟨m, by omega⟩ 0
    rw [h, if_pos (show ((⟨m, by omega⟩ : Fin (N + 1)) : ℕ) =
      ((0 : Fin (N + 1)) : ℕ) + m by simp)] at e
    have hs : 0 < √(((((0 : Fin (N + 1)) : ℕ) + m).choose m : ℝ) *
        ((N - ((0 : Fin (N + 1)) : ℕ)).choose m : ℝ)) :=
      Real.sqrt_pos.2 (mul_pos (Nat.cast_pos.2 (Nat.choose_pos (Nat.le_add_left m _)))
        (Nat.cast_pos.2 (Nat.choose_pos (by simpa using hm'))))
    exact mul_ne_zero (Nat.cast_ne_zero.2 m.factorial_ne_zero)
      (Complex.ofReal_ne_zero.2 hs.ne') e.symm
  · intro h
    ext i j
    have hne : ¬ (i : ℕ) = (j : ℕ) + m := by
      have := i.isLt
      omega
    simp [raising_pow_apply, hne]

/-- The exponential series of `zJ` is the finite sum of its terms of order `0, ..., N`. -/
theorem exp_raising_eq_sum (N : ℕ) (z : ℂ) :
    NormedSpace.exp (z • raising N) =
      ∑ m ∈ Finset.range (N + 1), ((m.factorial : ℂ)⁻¹ * z ^ m) • raising N ^ m := by
  have h := congrFun (NormedSpace.exp_eq_tsum (𝕂 := ℂ)
    (𝔸 := Matrix (Fin (N + 1)) (Fin (N + 1)) ℂ)) (z • raising N)
  rw [h, tsum_eq_sum (s := Finset.range (N + 1))]
  · exact Finset.sum_congr rfl fun m _ => by rw [smul_pow, smul_smul]
  · intro m hm
    have hm' : N < m := by
      have := Finset.mem_range.not.1 hm
      omega
    rw [smul_pow, (raising_pow_eq_zero_iff N m).2 hm', smul_zero, smul_zero]

/-- The amplitude of `exp(zJ)` from level `j` to level `i` is
`√(binomial(i,j) binomial(N-j,i-j)) z^(i-j)` for `j ≤ i`, and zero otherwise. -/
theorem exp_raising_apply (N : ℕ) (z : ℂ) (i j : Fin (N + 1)) :
    (NormedSpace.exp (z • raising N)) i j =
      if (j : ℕ) ≤ (i : ℕ) then
        ((√(((i : ℕ).choose (j : ℕ) : ℝ) *
          ((N - (j : ℕ)).choose ((i : ℕ) - (j : ℕ)) : ℝ)) : ℝ) : ℂ) * z ^ ((i : ℕ) - (j : ℕ))
      else 0 := by
  rw [exp_raising_eq_sum, Matrix.sum_apply]
  simp only [Matrix.smul_apply, smul_eq_mul, raising_pow_apply]
  by_cases h : (j : ℕ) ≤ (i : ℕ)
  · -- Exactly one order of the series connects the two levels.
    rw [if_pos h, Finset.sum_eq_single ((i : ℕ) - (j : ℕ))]
    · have e : (j : ℕ) + ((i : ℕ) - (j : ℕ)) = (i : ℕ) := by omega
      have hf : (((i : ℕ) - (j : ℕ)).factorial : ℂ) ≠ 0 :=
        Nat.cast_ne_zero.2 (Nat.factorial_ne_zero _)
      rw [if_pos e.symm, e, Nat.choose_symm h]
      field_simp
    · intro m _ hm
      rw [if_neg (show ¬ (i : ℕ) = (j : ℕ) + m by omega), mul_zero]
    · intro hn
      exact absurd (Finset.mem_range.2 (by have := i.isLt; omega)) hn
  · rw [if_neg h]
    apply Finset.sum_eq_zero
    intro m _
    rw [if_neg (show ¬ (i : ℕ) = (j : ℕ) + m by omega), mul_zero]

/-- Acting on the lowest level, `exp(zJ)` produces the vector with components `√(binomial(N,k))
z^k`. -/
theorem exp_raising_lowest (N : ℕ) (z : ℂ) :
    NormedSpace.exp (z • raising N) *ᵥ level 0 =
      fun k : Fin (N + 1) => ((√(N.choose (k : ℕ) : ℝ) : ℝ) : ℂ) * z ^ (k : ℕ) := by
  funext k
  rw [mulVec_level, exp_raising_apply]
  simp

end

end FiniteLadderExponential
```

```lean
#print axioms FiniteLadderExponential.raising_level
-- 'FiniteLadderExponential.raising_level' depends on axioms: [propext, Classical.choice, Quot.sound]
#print axioms FiniteLadderExponential.raising_top
-- 'FiniteLadderExponential.raising_top' depends on axioms: [propext, Classical.choice, Quot.sound]
#print axioms FiniteLadderExponential.exp_raising_lowest
-- 'FiniteLadderExponential.exp_raising_lowest' depends on axioms: [propext, Classical.choice, Quot.sound]
```

## From one step up the ladder to the full exponential

`ladder_coefficient` is the induction step for the amplitudes. Its `h1` and `h2` are the two binomial recursions, `key` is their product, and `hs` is the square root of that product. The last lines supply the factorial.

`raising_pow_apply` carries out the induction on $m$. Matrix multiplication produces a sum over intermediate levels, and `Finset.sum_eq_single` keeps only level $j+m$. If $i\ne j+m+1$, every term of the sum vanishes.

`raising_pow_eq_zero_iff` proves both directions of the nilpotency statement. For $m\le N$ it exhibits the nonzero amplitude from level $0$ to level $m$; for $m>N$ no level $j+m$ exists.

`exp_raising_eq_sum` then shortens the series, and `exp_raising_apply` selects the order $m=i-j$. There `Nat.choose_symm` replaces $\binom{i}{i-j}$ by $\binom{i}{j}$, and `field_simp` cancels the factorials. `exp_raising_lowest` reads off column $0$ with the help of `mulVec_level`.

## How `tsum_eq_sum` replaces a convergence estimate

`NormedSpace.exp` is defined by an infinite series, and `NormedSpace.exp_eq_tsum` writes it as the infinite sum of $(zJ)^m/m!$. The lemma `tsum_eq_sum` says that an infinite sum equals a finite one if all terms outside a chosen finite set are zero. Here the set is `Finset.range (N + 1)`, that is, $m=0,\dots,N$, and nilpotency supplies the zeros. The proof needs no matrix norm and no bound on the remainder.

## The same argument for a truncated oscillator

Replace the amplitudes by $\sqrt{k+1}$ for $k<N$, again with the top level sent to zero. This is the harmonic-oscillator creation operator cut off at level $N$. Now $m$ steps from level $0$ give $\sqrt{m!}$, and division by $m!$ leaves

$$\sum_{k=0}^{N}\frac{z^k}{\sqrt{k!}}\,e_k ,$$

which is the unnormalised oscillator coherent state restricted to the levels that were kept.
